# Denser sampling of a fixed-length run with exponential correlations leaves a positive variance of the mean

**Q:** You replace a molecular dynamics trajectory by random variables with prescribed covariances. What is left of the dynamics?

**A:** Only its two-time statistics. Take an observable in units of its equilibrium standard deviation, and a run of length $T$ saved at $N$ frames. Frame $i$, with $i=0,\dots,N-1$, stands for time $iT/N$. The probability measure `μ` describes repetitions of the run with new initial conditions, drawn from equilibrium, and new thermostat noise. The variance of a mean depends on nothing beyond the covariances.

```lean
import Mathlib

open MeasureTheory ProbabilityTheory Filter Finset Topology

noncomputable section

namespace CorrelatedFrameSampling

variable {Ω : Type*} [MeasurableSpace Ω]
```

**Q:** And the covariances are assumed?

**A:** Yes: frames $i$ and $j$ have covariance $e^{-|i-j|T/(N\tau)}$. Here $\tau$ is the time in which the memory of a fluctuation decays by a factor $e$. A single exponential suits an overdamped harmonic coordinate; an observable with oscillating or multi-scale correlations needs another law. Successive frames have correlation $q=e^{-T/(N\tau)}$, which is `frameFactor`.

```lean
/-- Correlation `exp(-T/(Nτ))` between successive frames when a run of length `T` is sampled at `N`
frames; the domain is `N ≥ 1`, `T ≥ 0`, `τ > 0`. -/
def frameFactor (T τ : ℝ) (N : ℕ) : ℝ := Real.exp (-(T / (N * τ)))
```

**Q:** Where does the unit variance enter?

**A:** Through `cov` at $i=j$. The other field, `memLp`, says that the frames are square-integrable. In `X N i` the first index is the number of frames and the second the position in the run. Sampling one continuous trajectory ever more finely is a special case, since nothing is assumed about how runs with different $N$ are related.

```lean
/-- For every `N`, the frames `X N 0, …, X N (N-1)` are square-integrable and have
covariance `exp(-|i-j| T/(Nτ))`; the domain is `τ ≠ 0`. -/
structure SampledRun (μ : Measure Ω) (T τ : ℝ) (X : ℕ → ℕ → Ω → ℝ) : Prop where
  memLp : ∀ N i, i < N → MemLp (X N i) 2 μ
  cov : ∀ N i j, i < N → j < N →
    cov[X N i, X N j; μ] = Real.exp (-(|(i : ℝ) - j| * (T / (N * τ))))
```

**Q:** Is the variance that of the actual average, or a formula called a variance?

**A:** It is Mathlib's variance of the actual average, `frameMean`. Equal frame means are not required. To read the variance as the mean squared error of an equilibrium average, it is enough to add that every frame has the equilibrium mean.

```lean
/-- The average of the first `N` frames, for `N ≥ 1`. -/
def frameMean (X : ℕ → Ω → ℝ) (N : ℕ) : Ω → ℝ := (N : ℝ)⁻¹ • ∑ i ∈ range N, X i
```

The candidate for the limit is a separate definition.

```lean
/-- The expression `2τ/T - 2(τ/T)²(1 - exp(-T/τ))`, for `T ≠ 0` and `τ ≠ 0`. -/
def limitingVariance (T τ : ℝ) : ℝ :=
  2 * τ / T - 2 * (τ / T) ^ 2 * (1 - Real.exp (-(T / τ)))
```

**Q:** Derive it for me, starting with the correlations.

**A:** Add a frame numbered $N$ to the earlier ones. Its correlations with them sum to

$$\sum_{i=0}^{N-1}q^{N-i}=\frac{q(1-q^N)}{1-q}.$$

The lemma has this multiplied through by $1-q$, with $q=e^{-h}$. Its induction uses the fact that moving the last frame one step later multiplies every correlation by $q$.

```lean
/-- The sum of the correlations `exp(-|i-N|h)` of frame `N` with all earlier frames, multiplied by
`1 - exp(-h)`, in closed form. -/
theorem corr_row_sum (h : ℝ) (N : ℕ) :
    (1 - Real.exp (-h)) * ∑ i ∈ range N, Real.exp (-(|(i : ℝ) - N| * h)) =
      Real.exp (-h) * (1 - Real.exp (-h) ^ N) := by
  induction N with
  | zero => simp
  | succ N ih =>
    -- moving the last frame one step later multiplies each correlation by `exp(-h)`
    have pt : ∀ i ∈ range (N + 1), Real.exp (-(|(i : ℝ) - ((N + 1 : ℕ) : ℝ)| * h)) =
        Real.exp (-h) * Real.exp (-(|(i : ℝ) - N| * h)) := by
      intro i hi
      have hi' : (i : ℝ) ≤ N := by
        exact_mod_cast Nat.lt_succ_iff.mp (mem_range.mp hi)
      have h1 : (i : ℝ) - ((N + 1 : ℕ) : ℝ) ≤ 0 := by push_cast; linarith
      have h2 : (i : ℝ) - N ≤ 0 := by linarith
      rw [← Real.exp_add, abs_of_nonpos h1, abs_of_nonpos h2]
      congr 1
      push_cast
      ring
    rw [sum_congr rfl pt, ← mul_sum, sum_range_succ]
    simp only [sub_self, abs_zero, zero_mul, neg_zero, Real.exp_zero]
    linear_combination Real.exp (-h) * ih
```

Let $S_N=\sum_{i,j<N}q^{|i-j|}$. The new frame contributes one row, one column and a diagonal entry, so

$$S_{N+1}=S_N+1+\frac{2q(1-q^N)}{1-q}.$$

Starting from $S_0=0$, this gives

$$S_N=\frac{N(1+q)}{1-q}-\frac{2q(1-q^N)}{(1-q)^2}.$$

The Lean induction adds the same three contributions, and `linear_combination` does the algebra.

```lean
/-- The sum of all entries of the exponential correlation matrix of `N` frames, multiplied
by `(1 - exp(-h))²`, in closed form. -/
theorem corr_double_sum (h : ℝ) (N : ℕ) :
    (1 - Real.exp (-h)) ^ 2 *
        ∑ i ∈ range N, ∑ j ∈ range N, Real.exp (-(|(i : ℝ) - j| * h)) =
      N * (1 - Real.exp (-h) ^ 2) - 2 * Real.exp (-h) * (1 - Real.exp (-h) ^ N) := by
  induction N with
  | zero => simp
  | succ N ih =>
    have row := corr_row_sum h N
    have sym : ∑ j ∈ range N, Real.exp (-(|(N : ℝ) - j| * h)) =
        ∑ j ∈ range N, Real.exp (-(|(j : ℝ) - N| * h)) :=
      sum_congr rfl fun j _ => by rw [abs_sub_comm]
    -- the new frame adds one row, one column and one diagonal entry
    simp only [sum_range_succ, sum_add_distrib]
    rw [sym]
    simp only [sub_self, abs_zero, zero_mul, neg_zero, Real.exp_zero]
    push_cast
    linear_combination ih + 2 * (1 - Real.exp (-h)) * row
```

**Q:** So the variance is $S_N/N^2$?

**A:** Yes, and $q^N=e^{-T/\tau}$ whatever $N$ is, because the run length is fixed. For every $N\ge1$,

$$\mathrm{Var}=\frac{1+q}{N(1-q)}-\frac{2q(1-e^{-T/\tau})}{[N(1-q)]^2}.$$

For $N=1$ this is $1$, as it should be. The proof expands the variance with `variance_sum'`, inserts the assumed covariances and uses the double sum.

```lean
/-- Exact variance of the mean of `N ≥ 1` frames for `T, τ > 0`, in terms of the
correlation of successive frames. -/
theorem variance_frameMean {μ : Measure Ω} [IsProbabilityMeasure μ] {T τ : ℝ}
    {X : ℕ → ℕ → Ω → ℝ} (hT : 0 < T) (hτ : 0 < τ) (hX : SampledRun μ T τ X)
    {N : ℕ} (hN : 0 < N) :
    Var[frameMean (X N) N; μ] =
      (1 + frameFactor T τ N) / (N * (1 - frameFactor T τ N)) -
        2 * frameFactor T τ N * (1 - Real.exp (-(T / τ))) /
          (N * (1 - frameFactor T τ N)) ^ 2 := by
  have hN' : (0 : ℝ) < N := by exact_mod_cast hN
  have hq : Real.exp (-(T / (N * τ))) < 1 := by
    rw [Real.exp_lt_one_iff]
    have : 0 < T / (N * τ) := by positivity
    linarith
  have hne : 1 - Real.exp (-(T / (N * τ))) ≠ 0 := by linarith
  have hpow : Real.exp (-(T / (N * τ))) ^ N = Real.exp (-(T / τ)) := by
    rw [← Real.exp_nat_mul]
    congr 1
    field_simp
  have hs : ∑ i ∈ range N, ∑ j ∈ range N, cov[X N i, X N j; μ] =
      ∑ i ∈ range N, ∑ j ∈ range N, Real.exp (-(|(i : ℝ) - j| * (T / (N * τ)))) :=
    sum_congr rfl fun i hi => sum_congr rfl fun j hj =>
      hX.cov N i j (mem_range.mp hi) (mem_range.mp hj)
  have key := corr_double_sum (T / (N * τ)) N
  rw [hpow] at key
  have hS := eq_div_of_mul_eq (pow_ne_zero 2 hne) ((mul_comm _ _).trans key)
  unfold frameMean frameFactor
  rw [variance_smul, variance_sum' (fun i hi => hX.memLp N i (mem_range.mp hi)), hs, hS]
  generalize Real.exp (-(T / (N * τ))) = q at hne ⊢
  field_simp
  ring
```

**Q:** As $N$ grows, $q\to1$ and $N(1-q)$ is infinity times zero.

**A:** Put $a=T/\tau$ and $x=a/N$. From $e^x\ge1+x$ and $e^{-x}\ge1-x$ we get

$$\frac{x}{1+x}\le1-e^{-x}\le x.$$

Multiplying by $N$ gives

$$\frac{a}{1+a/N}\le N(1-q)\le a,$$

so $N(1-q)\to a$. The next lemma is this squeeze.

```lean
/-- For `a > 0`, the loss of correlation between successive frames, `1 - exp(-a/N)`,
multiplied by `N`, tends to `a`. -/
theorem tendsto_scaled_decay {a : ℝ} (ha : 0 < a) :
    Tendsto (fun N : ℕ => (N : ℝ) * (1 - Real.exp (-(a / N)))) atTop (𝓝 a) := by
  have h0 : Tendsto (fun N : ℕ => a / (N : ℝ)) atTop (𝓝 0) :=
    tendsto_const_div_atTop_nhds_zero_nat a
  have hlow : Tendsto (fun N : ℕ => a / (1 + a / (N : ℝ))) atTop (𝓝 a) := by
    have h1 : Tendsto (fun N : ℕ => 1 + a / (N : ℝ)) atTop (𝓝 (1 + 0)) :=
      tendsto_const_nhds.add h0
    have h2 := (tendsto_const_nhds (x := a)).div h1 (by norm_num)
    rw [add_zero, div_one] at h2
    exact h2
  -- squeeze with `x/(1+x) ≤ 1 - exp(-x) ≤ x`
  refine tendsto_of_tendsto_of_tendsto_of_le_of_le' hlow tendsto_const_nhds ?_ ?_
  · filter_upwards [eventually_gt_atTop 0] with N hN
    have hN' : (0 : ℝ) < N := by exact_mod_cast hN
    have hx : 0 < a / (N : ℝ) := by positivity
    have hax : (N : ℝ) * (a / N) = a := by field_simp
    have he : Real.exp (-(a / N)) * (1 + a / N) ≤ 1 := by
      calc Real.exp (-(a / N)) * (1 + a / N)
          ≤ Real.exp (-(a / N)) * Real.exp (a / N) := by
            gcongr
            linarith [Real.add_one_le_exp (a / (N : ℝ))]
        _ = 1 := by rw [← Real.exp_add]; simp
    rw [div_le_iff₀ (by linarith)]
    nlinarith [mul_le_mul_of_nonneg_left he hN'.le]
  · filter_upwards [eventually_gt_atTop 0] with N hN
    have hN' : (0 : ℝ) < N := by exact_mod_cast hN
    have hax : (N : ℝ) * (a / N) = a := by field_simp
    have he := Real.add_one_le_exp (-(a / (N : ℝ)))
    nlinarith
```

The variance therefore tends to

$$\frac2a-\frac{2(1-e^{-a})}{a^2}=\frac{2}{a^2}\left(a-1+e^{-a}\right).$$

This is positive because $e^{-a}>1-a$ for $a\ne0$. The Lean proof uses the same factorisation.

```lean
/-- For `T, τ > 0` the expression `2τ/T - 2(τ/T)²(1 - exp(-T/τ))` is positive. -/
theorem limitingVariance_pos {T τ : ℝ} (hT : 0 < T) (hτ : 0 < τ) :
    0 < limitingVariance T τ := by
  have hx : 0 < T / τ := by positivity
  have he := Real.add_one_lt_exp (neg_ne_zero.mpr hx.ne')
  have hform : limitingVariance T τ =
      2 * (τ / T) ^ 2 * (T / τ - (1 - Real.exp (-(T / τ)))) := by
    unfold limitingVariance
    generalize Real.exp (-(T / τ)) = E
    field_simp
  rw [hform]
  exact mul_pos (by positivity) (by linarith)
```

**Q:** What exactly does the main theorem say?

**A:** For $T,\tau>0$ and frames obeying `SampledRun`, it states three things: the variance of the mean tends to `limitingVariance T τ`, that number is positive, and $1/N$, the variance the mean would have if the frames were uncorrelated, tends to zero. Its proof takes the limit in the exact formula term by term.

```lean
/-- For a run of fixed length `T > 0` and correlation time `τ > 0`, the variance of the mean
of `N` frames tends to the positive value `2τ/T - 2(τ/T)²(1 - exp(-T/τ))` as `N` grows,
whereas the naive estimate `1/N` tends to zero. -/
theorem variance_tendsto_floor {μ : Measure Ω} [IsProbabilityMeasure μ] {T τ : ℝ}
    {X : ℕ → ℕ → Ω → ℝ} (hT : 0 < T) (hτ : 0 < τ) (hX : SampledRun μ T τ X) :
    Tendsto (fun N : ℕ => Var[frameMean (X N) N; μ]) atTop (𝓝 (limitingVariance T τ)) ∧
      0 < limitingVariance T τ ∧
      Tendsto (fun N : ℕ => 1 / (N : ℝ)) atTop (𝓝 0) := by
  refine ⟨?_, limitingVariance_pos hT hτ, tendsto_one_div_atTop_nhds_zero_nat⟩
  have ha : 0 < T / τ := by positivity
  have hf : ∀ N : ℕ, frameFactor T τ N = Real.exp (-(T / τ / N)) := fun N => by
    rw [frameFactor, div_div, mul_comm τ]
  have hq : Tendsto (fun N : ℕ => frameFactor T τ N) atTop (𝓝 1) := by
    simp only [hf]
    have h0 := (tendsto_const_div_atTop_nhds_zero_nat (T / τ)).neg
    rw [neg_zero] at h0
    have h1 := (Real.continuous_exp.tendsto 0).comp h0
    rw [Real.exp_zero] at h1
    exact h1
  have hd : Tendsto (fun N : ℕ => (N : ℝ) * (1 - frameFactor T τ N)) atTop
      (𝓝 (T / τ)) := by
    simp only [hf]
    exact tendsto_scaled_decay ha
  -- take the limit in the exact formula
  have hlim := ((hq.const_add 1).div hd ha.ne').sub
    (((hq.const_mul 2).mul_const (1 - Real.exp (-(T / τ)))).div (hd.pow 2)
      (pow_ne_zero 2 ha.ne'))
  have hval : (1 + 1) / (T / τ) - 2 * 1 * (1 - Real.exp (-(T / τ))) / (T / τ) ^ 2 =
      limitingVariance T τ := by
    unfold limitingVariance
    generalize Real.exp (-(T / τ)) = E
    field_simp
    ring
  rw [hval] at hlim
  refine hlim.congr' ?_
  filter_upwards [eventually_gt_atTop 0] with N hN
  exact (variance_frameMean hT hτ hX hN).symm
```

Dividing the true variance by $1/N$ multiplies it by $N$. Since the variance has a positive limit, the ratio diverges.

```lean
/-- For `T, τ > 0`, the ratio of the true variance of the mean to the naive estimate `1/N`
grows without bound as the frames of a fixed run are taken more densely. -/
theorem underestimation_diverges {μ : Measure Ω} [IsProbabilityMeasure μ] {T τ : ℝ}
    {X : ℕ → ℕ → Ω → ℝ} (hT : 0 < T) (hτ : 0 < τ) (hX : SampledRun μ T τ X) :
    Tendsto (fun N : ℕ => Var[frameMean (X N) N; μ] / (1 / (N : ℝ))) atTop atTop := by
  obtain ⟨hv, hpos, -⟩ := variance_tendsto_floor hT hτ hX
  have h := (tendsto_natCast_atTop_atTop (R := ℝ)).atTop_mul_pos hpos hv
  refine h.congr fun N => ?_
  rw [one_div, div_inv_eq_mul, mul_comm]
```

**Q:** Where would I meet this in an analysis script?

**A:** In a line such as `std(x)/sqrt(N)`. For $T=10\tau$ the limiting variance is about $0.18$, a standard error of about $0.42$ standard deviations of the observable. At $N=1000$ the naive error bar is $0.03$, and writing frames ten times as often shrinks it to $0.01$ while the true error hardly moves. For exponentially correlated data with $T\gg\tau$ and frames much closer together than $\tau$, the run is worth about $T/(2\tau)$ independent samples. The script's `std` is itself estimated from the frames, whereas the theorem's $1/N$ uses the true unit variance.

**Q:** Does anything satisfy your hypotheses for every $N$ at once?

**A:** Yes. Take independent standard Gaussian numbers $\xi_n$ and set

$$X_0=\xi_0,\qquad X_{n+1}=qX_n+\sqrt{1-q^2}\,\xi_{n+1}.$$

The same update appears in codes as the friction-and-noise step of a Langevin thermostat, for suitably scaled velocities.

```lean
/-- The law of a sequence of independent standard Gaussian numbers. -/
abbrev whiteNoise : Measure (ℕ → ℝ) := Measure.infinitePi fun _ => gaussianReal 0 1

/-- The `i`-th random number of the noise sequence. -/
def noise (i : ℕ) : (ℕ → ℝ) → ℝ := fun ω => ω i

/-- Frames generated by damping the previous frame by `q` and adding fresh noise of
amplitude `√(1-q²)`, for `q² ≤ 1`. -/
def arFrame (q : ℝ) : ℕ → (ℕ → ℝ) → ℝ
  | 0 => noise 0
  | n + 1 => q • arFrame q n + √(1 - q ^ 2) • noise (n + 1)
```

The noise has unit variance and no cross-correlations.

```lean
/-- The noise numbers are square-integrable, uncorrelated and of unit variance. -/
theorem noise_cov : (∀ i, MemLp (noise i) 2 whiteNoise) ∧
    ∀ i j, cov[noise i, noise j; whiteNoise] = if i = j then 1 else 0 := by
  have hmp : ∀ i, MeasurePreserving (noise i) whiteNoise (gaussianReal 0 1) := fun i =>
    measurePreserving_eval_infinitePi (fun _ : ℕ => gaussianReal 0 1) i
  have hL : ∀ i, MemLp (noise i) 2 whiteNoise := fun i =>
    (memLp_id_gaussianReal' 2 (by simp)).comp_measurePreserving (hmp i)
  refine ⟨hL, fun i j => ?_⟩
  split_ifs with hij
  · subst hij
    have hv := variance_map (X := id) (μ := whiteNoise) (Y := noise i)
      aemeasurable_id (hmp i).measurable.aemeasurable
    rw [(hmp i).map_eq, variance_id_gaussianReal] at hv
    rw [covariance_self (hmp i).measurable.aemeasurable]
    simpa using hv.symm
  · have hind : iIndepFun noise whiteNoise :=
      iIndepFun_infinitePi (P := fun _ : ℕ => gaussianReal 0 1)
        (X := fun _ : ℕ => (id : ℝ → ℝ)) (fun _ => measurable_id)
    exact (hind.indepFun hij).covariance_eq_zero (hL i) (hL j)
```

**Q:** And the frames inherit the exponential law?

**A:** $X_n$ is uncorrelated with later noise, so its variance stays at $q^2+(1-q^2)=1$. For the same reason each further step multiplies the covariance with $X_n$ by $q$, and frames $k$ steps apart have covariance $q^k$. The lemma proves these facts by induction in that order.

```lean
/-- For `q² ≤ 1` the damped, noise-driven frames are square-integrable, and frames `k` steps
apart have covariance `q^k`. -/
theorem arFrame_cov {q : ℝ} (hq : q ^ 2 ≤ 1) :
    (∀ n, MemLp (arFrame q n) 2 whiteNoise) ∧
      ∀ n k, cov[arFrame q (n + k), arFrame q n; whiteNoise] = q ^ k := by
  obtain ⟨nL, nC⟩ := noise_cov
  have hL : ∀ n, MemLp (arFrame q n) 2 whiteNoise := by
    intro n
    induction n with
    | zero => exact nL 0
    | succ n ih => exact (ih.const_smul q).add ((nL (n + 1)).const_smul _)
  have step : ∀ n (Z : (ℕ → ℝ) → ℝ), MemLp Z 2 whiteNoise →
      cov[arFrame q (n + 1), Z; whiteNoise] = q * cov[arFrame q n, Z; whiteNoise] +
        √(1 - q ^ 2) * cov[noise (n + 1), Z; whiteNoise] := by
    intro n Z hZ
    rw [show arFrame q (n + 1) = q • arFrame q n + √(1 - q ^ 2) • noise (n + 1) from rfl,
      covariance_add_left ((hL n).const_smul q) ((nL (n + 1)).const_smul _) hZ,
      covariance_smul_left, covariance_smul_left]
  -- a frame is uncorrelated with later noise
  have h0 : ∀ n k, n < k → cov[arFrame q n, noise k; whiteNoise] = 0 := by
    intro n
    induction n with
    | zero => intro k hk; exact (nC 0 k).trans (if_neg (by omega))
    | succ n ih =>
      intro k hk
      rw [step n _ (nL k), ih k (by omega), nC, if_neg (by omega)]
      ring
  have h0' : ∀ n k, n < k → cov[noise k, arFrame q n; whiteNoise] = 0 := fun n k hk => by
    rw [covariance_comm]; exact h0 n k hk
  -- damping and noise balance, so the variance stays one
  have h1 : ∀ n, cov[arFrame q n, arFrame q n; whiteNoise] = 1 := by
    intro n
    induction n with
    | zero => exact (nC 0 0).trans (if_pos rfl)
    | succ n ih =>
      have hs : √(1 - q ^ 2) ^ 2 = 1 - q ^ 2 := Real.sq_sqrt (by linarith)
      rw [step n _ (hL (n + 1)), covariance_comm (arFrame q n),
        covariance_comm (noise (n + 1)), step n _ (hL n), step n _ (nL (n + 1)), ih,
        h0' n (n + 1) (by omega), h0 n (n + 1) (by omega), nC, if_pos rfl]
      linear_combination hs
  refine ⟨hL, fun n k => ?_⟩
  induction k with
  | zero => simpa using h1 n
  | succ k ih =>
    rw [← add_assoc, step (n + k) _ (hL n), ih, h0' n (n + k + 1) (by omega)]
    ring
```

Setting $q=e^{-T/(N\tau)}$ gives the required covariances, with the cases $i\le j$ and $j\le i$ treated separately. All values of $N$ share one noise sequence, but the resulting runs are not subsamples of a single trajectory.

```lean
/-- For `T, τ > 0`, the noise-driven frames with damping `exp(-T/(Nτ))` are a sampled run
with the exponential correlations. -/
theorem sampledRun_witness {T τ : ℝ} (hT : 0 < T) (hτ : 0 < τ) :
    SampledRun whiteNoise T τ (fun N => arFrame (frameFactor T τ N)) := by
  have hq : ∀ N, frameFactor T τ N ^ 2 ≤ 1 := fun N => by
    have h : 0 ≤ T / (N * τ) := by positivity
    exact pow_le_one₀ (Real.exp_pos _).le (Real.exp_le_one_iff.mpr (by linarith))
  have hp : ∀ N k : ℕ, frameFactor T τ N ^ k = Real.exp (-((k : ℝ) * (T / (N * τ)))) :=
    fun N k => by rw [frameFactor, ← Real.exp_nat_mul, mul_neg]
  refine ⟨fun N i _ => (arFrame_cov (hq N)).1 i, fun N i j _ _ => ?_⟩
  rcases le_total i j with hij | hij
  · obtain ⟨k, rfl⟩ := Nat.exists_eq_add_of_le hij
    have hk : |(i : ℝ) - ((i + k : ℕ) : ℝ)| = k := by
      rw [abs_sub_comm]; push_cast; simp
    rw [covariance_comm, (arFrame_cov (hq N)).2 i k, hp, hk]
  · obtain ⟨k, rfl⟩ := Nat.exists_eq_add_of_le hij
    have hk : |((j + k : ℕ) : ℝ) - (j : ℝ)| = k := by push_cast; simp
    rw [(arFrame_cov (hq N)).2 j k, hp, hk]

end CorrelatedFrameSampling
```

```lean
#print axioms CorrelatedFrameSampling.variance_tendsto_floor
#print axioms CorrelatedFrameSampling.underestimation_diverges
```

```
'CorrelatedFrameSampling.variance_tendsto_floor' depends on axioms: [propext, Classical.choice, Quot.sound]
'CorrelatedFrameSampling.underestimation_diverges' depends on axioms: [propext, Classical.choice, Quot.sound]
```
